# The Cauchy series of a finite line spectrum converges exactly below its lowest transition frequency

The polarisability is treated here as a function of the squared field frequency $x$, a real number of either sign. A real field of frequency $\omega$ has $x=\omega^2$, and an imaginary frequency $iu$ has $x=-u^2$, so one set of lemmas serves both. The molecule enters only through a finite set $s$ of transitions, with strengths $f_i$ and frequencies $w_i$, in units such as atomic units where

$$\alpha(x)=\sum_{i\in s}\frac{f_i}{w_i^2-x},\qquad S_k=\sum_{i\in s}\frac{f_i}{w_i^{2k+2}} .$$

The $S_k$ are the Cauchy moments, and the Cauchy series is $\sum_{k\ge 0}x^kS_k$. The lines have no width, and the strengths and frequencies are given data, not derived from a Hamiltonian. The threshold named in the title holds when all strengths and frequencies are positive.

```lean
import Mathlib

open Filter Topology

namespace CauchyDispersion

noncomputable section

variable {ι : Type*}
```

In Lean, `s` is a `Finset` of labels, and `f` and `w` are real functions on those labels.

```lean
/-- The sum-over-states polarisability of transitions with strengths `f i` and frequencies `w i`,
as a function of the squared field frequency `x`. -/
def polarisability (s : Finset ι) (f w : ι → ℝ) (x : ℝ) : ℝ :=
  ∑ i ∈ s, f i / (w i ^ 2 - x)

/-- The Cauchy moment of order `k`: the sum of `f i / w i ^ (2 k + 2)` over the transitions. -/
def cauchyMoment (s : Finset ι) (f w : ι → ℝ) (k : ℕ) : ℝ :=
  ∑ i ∈ s, f i / w i ^ (2 * k + 2)
```

## Positive transition frequencies and a field off resonance

The hypothesis `hw`, that every $w_i>0$, says that every listed transition goes up in energy, as transitions from a non-degenerate ground state do. The condition $x\neq w_i^2$ says that the field hits no line. Together they allow division by $w_i$ and by $w_i^2-x$.

For one transition, a common denominator gives

$$\frac{f_i}{w_i^{2n}(w_i^2-x)}-\frac{f_i}{w_i^{2n+2}}
=\frac{f_i\,[w_i^2-(w_i^2-x)]}{w_i^{2n+2}(w_i^2-x)}
=x\,\frac{f_i}{w_i^{2n+2}(w_i^2-x)} .$$

Write $R_n=\sum_i f_i/[w_i^{2n}(w_i^2-x)]$. Summing over $i$ gives $R_n-S_n=xR_{n+1}$. Since $R_0=\alpha(x)$, induction on $n$ yields

$$\alpha(x)-\sum_{k=0}^{n-1}x^kS_k=x^nR_n .$$

The induction step multiplies $R_n-S_n=xR_{n+1}$ by $x^n$. In the proof this relation is `key`, and `linear_combination x ^ n * key` performs the multiplication.

```lean
/-- For positive transition frequencies and away from the resonances, the polarisability minus the
first `n` terms of the Cauchy series is an explicit sum over states. -/
theorem remainder (s : Finset ι) (f w : ι → ℝ) (x : ℝ) (hw : ∀ i ∈ s, 0 < w i)
    (hx : ∀ i ∈ s, w i ^ 2 ≠ x) (n : ℕ) :
    polarisability s f w x - ∑ k ∈ Finset.range n, x ^ k * cauchyMoment s f w k
      = x ^ n * ∑ i ∈ s, f i / (w i ^ (2 * n) * (w i ^ 2 - x)) := by
  induction n with
  | zero => simp [polarisability]
  | succ n ih =>
    -- splitting off one more moment leaves one more factor `x / w i ^ 2`
    have key : ∑ i ∈ s, f i / (w i ^ (2 * n) * (w i ^ 2 - x)) - cauchyMoment s f w n
        = x * ∑ i ∈ s, f i / (w i ^ (2 * (n + 1)) * (w i ^ 2 - x)) := by
      rw [cauchyMoment, ← Finset.sum_sub_distrib, Finset.mul_sum]
      refine Finset.sum_congr rfl fun i hi => ?_
      have h0 : w i ≠ 0 := (hw i hi).ne'
      have hd : w i ^ 2 - x ≠ 0 := sub_ne_zero.mpr (hx i hi)
      have h1 : w i ^ (2 * n) * (w i ^ 2 - x) ≠ 0 := mul_ne_zero (pow_ne_zero _ h0) hd
      have h2 : w i ^ (2 * n + 2) ≠ 0 := pow_ne_zero _ h0
      have h3 : w i ^ (2 * (n + 1)) * (w i ^ 2 - x) ≠ 0 := mul_ne_zero (pow_ne_zero _ h0) hd
      rw [div_sub_div _ _ h1 h2, ← mul_div_assoc, div_eq_div_iff (mul_ne_zero h1 h2) h3]
      ring
    rw [Finset.sum_range_succ, ← sub_sub, ih]
    linear_combination x ^ n * key
```

If some $w_i$ were zero, the moments would be undefined. A negative $w_i$ would leave every formula intact, since only squares occur, but the threshold would then be the smallest $|w_i|$ and not the smallest $w_i$. On resonance $\alpha$ has a pole; Lean's convention $a/0=0$ would silently delete that transition from the sum.

## Finitely many transitions, all above the field

Suppose $|x|<w_i^2$ for every $i$. Each transition then contributes a geometric series with ratio $x/w_i^2$ of modulus below one:

$$\sum_{k\ge0}x^k\frac{f_i}{w_i^{2k+2}}
=\frac{f_i}{w_i^2}\sum_{k\ge0}\Big(\frac{x}{w_i^2}\Big)^k
=\frac{f_i}{w_i^2}\,\frac{1}{1-x/w_i^2}
=\frac{f_i}{w_i^2-x}.$$

Adding finitely many convergent series term by term gives $\sum_k x^kS_k=\alpha(x)$. That addition is where finiteness enters, through `hasSum_sum`. The equalities `hfun` and `hval` are the first and last steps of the display. The sign of $f_i$ plays no part.

```lean
/-- If `|x|` lies below every squared transition frequency, the Cauchy series in `x` sums to the
polarisability. -/
theorem hasSum_of_below (s : Finset ι) (f w : ι → ℝ) (x : ℝ) (hw : ∀ i ∈ s, 0 < w i)
    (hx : ∀ i ∈ s, |x| < w i ^ 2) :
    HasSum (fun k : ℕ => x ^ k * cauchyMoment s f w k) (polarisability s f w x) := by
  simp only [cauchyMoment, polarisability, Finset.mul_sum]
  refine hasSum_sum fun i hi => ?_
  have h2 : 0 < w i ^ 2 := pow_pos (hw i hi) 2
  have hd : w i ^ 2 - x ≠ 0 := (sub_pos.mpr ((le_abs_self x).trans_lt (hx i hi))).ne'
  have hr : |x / w i ^ 2| < 1 := by
    rw [abs_div, abs_of_pos h2, div_lt_one h2]
    exact hx i hi
  -- each transition contributes a geometric series
  have hg := (hasSum_geometric_of_abs_lt_one hr).mul_left (f i / w i ^ 2)
  have hval : f i / w i ^ 2 * (1 - x / w i ^ 2)⁻¹ = f i / (w i ^ 2 - x) := by
    have h1 : 1 - x / w i ^ 2 = (w i ^ 2 - x) / w i ^ 2 := by
      rw [sub_div, div_self h2.ne']
    rw [h1, inv_div, div_mul_div_comm, div_eq_div_iff (mul_ne_zero h2.ne' hd) hd]
    ring
  have hfun : (fun k : ℕ => x ^ k * (f i / w i ^ (2 * k + 2)))
      = fun k : ℕ => f i / w i ^ 2 * (x / w i ^ 2) ^ k := by
    funext k
    rw [div_pow, ← pow_mul, pow_add (w i) (2 * k) 2, div_mul_div_comm, ← mul_div_assoc]
    congr 1 <;> ring
  rw [hfun, ← hval]
  exact hg
```

A real molecule also has an ionisation continuum, which the theorems do not cover. There the strict inequality can fail: if the spectrum is a continuum whose strength vanishes linearly at its threshold, the series still converges at the threshold itself.

## Positive strengths

The hypothesis `hf`, that every $f_i>0$, says that each listed transition absorbs. It is what makes the threshold sharp.

Suppose the partial sums $P_n=\sum_{k<n}x^kS_k$ converge. Then $x^nS_n=P_{n+1}-P_n\to0$. If some transition $j$ had $w_j^2\le|x|$, then, since all terms of $S_n$ are positive, $S_n\ge f_j/w_j^{2n+2}$, and

$$|x^nS_n|\ \ge\ w_j^{2n}\,\frac{f_j}{w_j^{2n+2}}=\frac{f_j}{w_j^2}>0\quad\text{for every }n,$$

which contradicts the limit zero. In the proof, `h0` is the limit, `hb` is the lower bound, and `ge_of_tendsto'` carries the bound to the limit.

```lean
/-- If all strengths and transition frequencies are positive and the partial sums of the Cauchy
series in `x` converge, then `|x|` lies below every squared transition frequency. -/
theorem below_of_converges (s : Finset ι) (f w : ι → ℝ) (x : ℝ) (hf : ∀ i ∈ s, 0 < f i)
    (hw : ∀ i ∈ s, 0 < w i)
    (h : ∃ L, Tendsto (fun n => ∑ k ∈ Finset.range n, x ^ k * cauchyMoment s f w k)
      atTop (𝓝 L)) :
    ∀ i ∈ s, |x| < w i ^ 2 := by
  obtain ⟨L, hL⟩ := h
  -- the terms of a convergent series tend to zero
  have h0 : Tendsto (fun n => x ^ n * cauchyMoment s f w n) atTop (𝓝 0) := by
    have h := (hL.comp (tendsto_add_atTop_nat 1)).sub hL
    simpa [Finset.sum_range_succ, Function.comp_def] using h
  intro j hj
  by_contra hc
  have hc' : w j ^ 2 ≤ |x| := not_lt.mp hc
  have hwj := hw j hj
  have hfj := hf j hj
  have hpos : 0 < f j / w j ^ 2 := by positivity
  -- a transition with `w j ^ 2 ≤ |x|` keeps every term away from zero
  have hb : ∀ n, f j / w j ^ 2 ≤ |x ^ n * cauchyMoment s f w n| := by
    intro n
    have h1 : f j / w j ^ (2 * n + 2) ≤ cauchyMoment s f w n :=
      Finset.single_le_sum (f := fun i => f i / w i ^ (2 * n + 2))
        (fun i hi => (div_pos (hf i hi) (pow_pos (hw i hi) _)).le) hj
    rw [abs_mul, abs_pow]
    calc f j / w j ^ 2 = (w j ^ 2) ^ n * (f j / w j ^ (2 * n + 2)) := by
          rw [← pow_mul, pow_add (w j) (2 * n) 2, ← mul_div_assoc,
            mul_div_mul_left _ _ (pow_ne_zero _ hwj.ne')]
      _ ≤ |x| ^ n * |cauchyMoment s f w n| :=
          mul_le_mul (pow_le_pow_left₀ (sq_nonneg _) hc' n) (h1.trans (le_abs_self _))
            (by positivity) (by positivity)
  have hlim := ge_of_tendsto' h0.abs hb
  rw [abs_zero] at hlim
  linarith
```

With a dark state, $f_j=0$, at the bottom of the list, the series would converge beyond $w_j$, up to the lowest transition that absorbs. With strengths of both signs, two transitions at the same frequency could cancel.

## At least one transition

The hypothesis `hs` says that the set is nonempty, so that a lowest frequency exists; Lean writes it `s.inf' hs w`. With no transitions every moment vanishes and the series converges at every frequency, with no threshold to name.

Because all $w_i$ are positive, $\omega^2<w_i^2$ is the same as $|\omega|<w_i$, and this holds for all $i$ exactly when $|\omega|<\min_i w_i$.

```lean
/-- For positive transition frequencies, `|ω|` lies below the lowest of them exactly when `ω ^ 2`
lies below every squared transition frequency. -/
theorem below_iff (s : Finset ι) (hs : s.Nonempty) (w : ι → ℝ) (ω : ℝ)
    (hw : ∀ i ∈ s, 0 < w i) :
    (∀ i ∈ s, |ω ^ 2| < w i ^ 2) ↔ |ω| < s.inf' hs w := by
  rw [Finset.lt_inf'_iff]
  refine forall₂_congr fun i hi => ?_
  rw [abs_pow, sq_lt_sq, abs_abs, abs_of_pos (hw i hi)]
```

Setting $x=\omega^2$ now combines the two directions. The theorem has two parts. First, the partial sums, over $k=0,\dots,n-1$, have some real limit `L` if and only if $|\omega|<\min_i w_i$. Second, under that inequality the series has the sum $\alpha(\omega^2)$, in the sense of `HasSum`, which does not depend on the order of the terms. Stating the first part with ordinary partial sums means that at or above the threshold even conditional convergence is excluded.

```lean
/-- **Cauchy dispersion series.** For positive strengths and transition frequencies, the series of
`ω ^ (2 k)` times the Cauchy moments converges if and only if `|ω|` is below the lowest transition
frequency, and then its sum is the polarisability at frequency `ω`. -/
theorem cauchy_dispersion (s : Finset ι) (hs : s.Nonempty) (f w : ι → ℝ) (ω : ℝ)
    (hf : ∀ i ∈ s, 0 < f i) (hw : ∀ i ∈ s, 0 < w i) :
    ((∃ L, Tendsto (fun n => ∑ k ∈ Finset.range n, ω ^ (2 * k) * cauchyMoment s f w k)
      atTop (𝓝 L)) ↔ |ω| < s.inf' hs w) ∧
    (|ω| < s.inf' hs w →
      HasSum (fun k : ℕ => ω ^ (2 * k) * cauchyMoment s f w k)
        (polarisability s f w (ω ^ 2))) := by
  have e : ∀ k : ℕ, ω ^ (2 * k) = (ω ^ 2) ^ k := fun k => pow_mul ω 2 k
  simp only [e]
  rw [← below_iff s hs w ω hw]
  have hsum := hasSum_of_below s f w (ω ^ 2) hw
  exact ⟨⟨below_of_converges s f w _ hf hw, fun h => ⟨_, (hsum h).tendsto_sum_nat⟩⟩, hsum⟩
```

The same hypotheses settle imaginary frequencies. With $x=-u^2$ we have $x^k=(-1)^ku^{2k}$, $|x|=u^2$ and $\alpha(-u^2)=\sum_i f_i/(w_i^2+u^2)$. This function is smooth for all real $u$, yet its series diverges once $|u|\ge\min_i w_i$: the pole at $x=\min_i w_i^2$ limits convergence at equal distance on both sides of $x=0$.

```lean
/-- For positive strengths and transition frequencies, the Cauchy series at imaginary frequency `i
u`, whose terms carry the factor `(-1) ^ k * u ^ (2 k)`, converges if and only if `|u|` is below the
lowest transition frequency, and then its sum is `∑ f i / (w i ^ 2 + u ^ 2)`. -/
theorem imaginary_frequency (s : Finset ι) (hs : s.Nonempty) (f w : ι → ℝ) (u : ℝ)
    (hf : ∀ i ∈ s, 0 < f i) (hw : ∀ i ∈ s, 0 < w i) :
    ((∃ L, Tendsto (fun n => ∑ k ∈ Finset.range n,
      (-1) ^ k * u ^ (2 * k) * cauchyMoment s f w k) atTop (𝓝 L)) ↔ |u| < s.inf' hs w) ∧
    (|u| < s.inf' hs w →
      HasSum (fun k : ℕ => (-1) ^ k * u ^ (2 * k) * cauchyMoment s f w k)
        (∑ i ∈ s, f i / (w i ^ 2 + u ^ 2))) := by
  have e : ∀ k : ℕ, (-1) ^ k * u ^ (2 * k) = (-u ^ 2) ^ k := fun k => by
    rw [neg_pow (u ^ 2) k, pow_mul u 2 k]
  have hp : ∑ i ∈ s, f i / (w i ^ 2 + u ^ 2) = polarisability s f w (-u ^ 2) := by
    simp only [polarisability, sub_neg_eq_add]
  simp only [e]
  rw [hp, ← below_iff s hs w u hw, ← abs_neg (u ^ 2)]
  have hsum := hasSum_of_below s f w (-u ^ 2) hw
  exact ⟨⟨below_of_converges s f w _ hf hw, fun h => ⟨_, (hsum h).tendsto_sum_nat⟩⟩, hsum⟩
```

For dispersion coefficients, which need an integral over all $u$, this means that in the finite, undamped model the raw Cauchy series cannot supply the integrand over the whole range, while the sum over states can.

## A field below the first line, and the cost of truncation

In the last theorem $|\omega|<m$, with $m=\min_i w_i$, is itself a hypothesis, `hω`: the field is in the transparent region below the first absorption. The remainder formula with $x=\omega^2$ gives the error after $n$ terms as

$$\omega^{2n}\sum_i\frac{f_i}{w_i^{2n}(w_i^2-\omega^2)} .$$

Every strength and every denominator is positive, so the error is nonnegative and the truncated series never overshoots. Since $w_i\ge m$, replacing $w_i^{2n}$ by $m^{2n}$ can only increase each term:

$$0\le\alpha(\omega^2)-\sum_{k=0}^{n-1}\omega^{2k}S_k\le\Big(\frac{\omega}{m}\Big)^{2n}\alpha(\omega^2).$$

The proof rewrites with `remainder`, then compares the sums transition by transition; `hle` is the inequality $m^{2n}\le w_i^{2n}$, and the `calc` block makes the replacement.

```lean
/-- For positive strengths and transition frequencies, and `|ω|` below the lowest transition
frequency, the Cauchy series cut after `n` terms never exceeds the polarisability, and its relative
error is at most `(ω / min w) ^ (2 n)`. -/
theorem truncation_error (s : Finset ι) (hs : s.Nonempty) (f w : ι → ℝ) (ω : ℝ)
    (hf : ∀ i ∈ s, 0 < f i) (hw : ∀ i ∈ s, 0 < w i) (hω : |ω| < s.inf' hs w) (n : ℕ) :
    0 ≤ polarisability s f w (ω ^ 2)
        - ∑ k ∈ Finset.range n, ω ^ (2 * k) * cauchyMoment s f w k ∧
    polarisability s f w (ω ^ 2) - ∑ k ∈ Finset.range n, ω ^ (2 * k) * cauchyMoment s f w k
      ≤ (ω / s.inf' hs w) ^ (2 * n) * polarisability s f w (ω ^ 2) := by
  have e : ∀ k : ℕ, ω ^ (2 * k) = (ω ^ 2) ^ k := fun k => pow_mul ω 2 k
  have hm : 0 < s.inf' hs w := (abs_nonneg ω).trans_lt hω
  have hd : ∀ i ∈ s, 0 < w i ^ 2 - ω ^ 2 := fun i hi =>
    sub_pos.mpr ((le_abs_self _).trans_lt ((below_iff s hs w ω hw).mpr hω i hi))
  simp only [e]
  rw [remainder s f w (ω ^ 2) hw (fun i hi => (sub_pos.mp (hd i hi)).ne') n]
  constructor
  · exact mul_nonneg (pow_nonneg (sq_nonneg ω) n) (Finset.sum_nonneg fun i hi =>
      (div_pos (hf i hi) (mul_pos (pow_pos (hw i hi) _) (hd i hi))).le)
  · rw [polarisability, Finset.mul_sum, Finset.mul_sum]
    refine Finset.sum_le_sum fun i hi => ?_
    -- replace each transition frequency in the prefactor by the lowest one
    have hle : (s.inf' hs w ^ 2) ^ n ≤ (w i ^ 2) ^ n :=
      pow_le_pow_left₀ (sq_nonneg _) (pow_le_pow_left₀ hm.le (Finset.inf'_le w hi) 2) n
    calc (ω ^ 2) ^ n * (f i / (w i ^ (2 * n) * (w i ^ 2 - ω ^ 2)))
        = (ω ^ 2) ^ n / (w i ^ 2) ^ n * (f i / (w i ^ 2 - ω ^ 2)) := by
          rw [pow_mul (w i) 2 n, div_mul_div_comm, mul_div_assoc]
      _ ≤ (ω ^ 2) ^ n / (s.inf' hs w ^ 2) ^ n * (f i / (w i ^ 2 - ω ^ 2)) :=
          mul_le_mul_of_nonneg_right
            (div_le_div_of_nonneg_left (pow_nonneg (sq_nonneg ω) n)
              (pow_pos (pow_pos hm 2) n) hle)
            (div_pos (hf i hi) (hd i hi)).le
      _ = (ω / s.inf' hs w) ^ (2 * n) * (f i / (w i ^ 2 - ω ^ 2)) := by
          rw [pow_mul (ω / s.inf' hs w) 2 n, div_pow, div_pow]

end

end CauchyDispersion
```

Above the first line but off resonance, the remainder formula still holds, but its terms can differ in sign and the series diverges.

For a single transition of frequency $w$ and strength $f$, $m=w$ and the error is exactly $(\omega/w)^{2n}f/(w^2-\omega^2)$, so the upper bound is attained.

In a program that has a finite list of excitation energies and positive strengths from a response calculation, the bound gives a stopping rule: choose $n$ so that $(\omega/m)^{2n}$ is below the wanted relative error at the largest $|\omega|$ of interest, then accumulate the first $n$ moments once and use them at every smaller frequency too. At half the lowest transition frequency the factor is $4^{-n}$, and five terms bring it below $10^{-3}$. The rule controls only the truncation of the series, not errors in the list itself.

```lean
#print axioms CauchyDispersion.cauchy_dispersion
#print axioms CauchyDispersion.imaginary_frequency
#print axioms CauchyDispersion.truncation_error
```

```
'CauchyDispersion.cauchy_dispersion' depends on axioms: [propext, Classical.choice, Quot.sound]
'CauchyDispersion.imaginary_frequency' depends on axioms: [propext, Classical.choice, Quot.sound]
'CauchyDispersion.truncation_error' depends on axioms: [propext, Classical.choice, Quot.sound]
```
